# Two n-level baths that agree at n distinct positive Matsubara frequencies have the same hybridisation function

In dynamical mean-field theory with an exact-diagonalisation solver, each cycle supplies a hybridisation function on the Matsubara axis. A minimiser then chooses a few bath levels $e_k$ and couplings $V_k$ to reproduce it, and these enter the impurity Hamiltonian that is diagonalised. Suppose two starts of the minimiser return different four-level parameter sets whose hybridisations coincide at four distinct positive Matsubara frequencies. They then coincide at every nonreal frequency, including the line $\omega+i\eta$, $\eta>0$, on which spectra are plotted.

This holds for a single impurity orbital, a non-interacting bath and exact agreement. Two real fits agree only approximately, and the theorems give no bound on how a small mismatch at the sampled points grows elsewhere.

The levels carry labels from a finite set, `ι` or `κ`.

```lean
import Mathlib

open Polynomial ComplexConjugate
open Finset (univ)

namespace FiniteBathFitting

noncomputable section

variable {ι κ : Type*} [Fintype ι] [Fintype κ]
```

## The bath as a rational function

With weights $w_k=|V_k|^2$, the hybridisation is
$$\Delta(z)=\sum_k\frac{w_k}{z-e_k}.$$
The definition admits any real weights, including negative ones, and levels may coincide.

```lean
/-- Hybridisation function `∑ w_k / (z - e_k)` of a bath with real levels `e` and real
weights `w`, for `z` away from the levels. -/
def hybridisation (e w : ι → ℝ) (z : ℂ) : ℂ := ∑ k, (w k : ℂ) / (z - (e k : ℂ))
```

Multiplying by $\prod_j(z-e_j)$ leaves the polynomial
$$Q(z)=\sum_k w_k\prod_{j\ne k}(z-e_j).$$
In Lean, `Lagrange.nodal` is the product of linear factors, and `univ.erase k` omits level $k$.

```lean
/-- The numerator of the hybridisation over the common denominator `∏ (z - e_k)`. -/
def numerator [DecidableEq ι] (e w : ι → ℝ) : ℂ[X] :=
  ∑ k, C (w k : ℂ) * Lagrange.nodal (univ.erase k) (fun j => (e j : ℂ))
```

The sampled points are $i\omega_k=i(2k+1)\pi/\beta$ for $k=0,1,2,\dots$, with $\hbar=1$ and inverse temperature $\beta$, so every $\omega_k$ is positive. Here `matsubara β k` denotes the complex point $i\omega_k$, not the real frequency $\omega_k$.

```lean
/-- The fermionic Matsubara point `i(2k+1)π/β`, for `β ≠ 0`. -/
def matsubara (β : ℝ) (k : ℕ) : ℂ := ⟨0, (2 * (k : ℝ) + 1) * Real.pi / β⟩
```

## Mirror images and differences

Since $e_k$ and $w_k$ are real, conjugating each term gives $\Delta(\bar z)=\overline{\Delta(z)}$. Each value in the upper half-plane therefore fixes one in the lower.

```lean
/-- The hybridisation at the conjugate frequency is the conjugate of the hybridisation. -/
theorem hybridisation_conj (e w : ι → ℝ) (z : ℂ) :
    hybridisation e w (conj z) = conj (hybridisation e w z) := by
  simp only [hybridisation, map_sum, map_div₀, map_sub, Complex.conj_ofReal]
```

The difference of two baths is again a pole sum, over the joint levels, with the second set of weights reversed in sign:
$$\Delta(z)-\Delta'(z)=\sum_k\frac{w_k}{z-e_k}+\sum_k\frac{-w'_k}{z-e'_k}.$$
The lemma reads this from the joint sum, whose labels form the disjoint union `ι ⊕ κ`.

```lean
/-- A pole sum over two groups of levels is the difference of two baths, the second one with
its weights reversed in sign. -/
theorem hybridisation_split (e w : ι ⊕ κ → ℝ) (z : ℂ) :
    hybridisation e w z = hybridisation (fun k => e (Sum.inl k)) (fun k => w (Sum.inl k)) z
      - hybridisation (fun k => e (Sum.inr k)) (fun k => -w (Sum.inr k)) z := by
  simp only [hybridisation, Fintype.sum_sum_type, Complex.ofReal_neg, neg_div,
    Finset.sum_neg_distrib, sub_neg_eq_add]
```

## Counting zeros

For nonreal $z$ no factor $z-e_j$ vanishes, so $Q(z)=\Delta(z)\prod_j(z-e_j)$ is zero exactly when $\Delta(z)$ is. The proof checks this identity term by term, cancelling the factor $z-e_k$ against the pole.

```lean
/-- At nonreal frequency the numerator vanishes exactly when the hybridisation does. -/
theorem numerator_eval_eq_zero_iff [DecidableEq ι] (e w : ι → ℝ) {z : ℂ} (hz : z.im ≠ 0) :
    (numerator e w).eval z = 0 ↔ hybridisation e w z = 0 := by
  have hne : ∀ k, z - (e k : ℂ) ≠ 0 := fun k h => hz (by simpa using congrArg Complex.im h)
  have h : (numerator e w).eval z = hybridisation e w z * ∏ j, (z - (e j : ℂ)) := by
    rw [numerator, hybridisation, eval_finsetSum, Finset.sum_mul]
    refine Finset.sum_congr rfl fun k _ => ?_
    have h0 := hne k
    have h1 : (w k : ℂ) / (z - (e k : ℂ)) * (z - (e k : ℂ)) = w k := by field_simp
    rw [eval_mul, eval_C, Lagrange.eval_nodal,
      ← Finset.mul_prod_erase univ (fun j => z - (e j : ℂ)) (Finset.mem_univ k),
      ← mul_assoc, h1]
  rw [h, mul_eq_zero, or_iff_left (Finset.prod_ne_zero_iff.2 fun k _ => hne k)]
```

Each term of $Q$ has one factor fewer than there are levels, so $\deg Q$ is below the number of levels. This includes the empty bath, because Lean gives the zero polynomial degree `⊥`, below every natural number.

```lean
/-- The numerator has degree below the number of levels. -/
theorem numerator_degree [DecidableEq ι] (e w : ι → ℝ) :
    (numerator e w).degree < (Fintype.card ι : WithBot ℕ) := by
  rw [← mem_degreeLT]
  refine Submodule.sum_mem _ fun k _ => ?_
  rw [← smul_eq_C_mul]
  refine Submodule.smul_mem _ _ (mem_degreeLT.2 ?_)
  rw [Lagrange.degree_nodal]
  have h := Finset.card_erase_lt_of_mem (Finset.mem_univ k)
  rw [Finset.card_univ] at h
  exact_mod_cast h
```

Now let baths with $m$ and $m'$ levels agree at $N$ distinct points $\zeta_j$ of the open upper half-plane, with $m+m'\le 2N$. The numerator $Q$ of their difference vanishes at every $\zeta_j$ and, by conjugation, at every $\bar\zeta_j$. These are $2N$ distinct zeros, while $\deg Q<m+m'\le 2N$. Hence $Q=0$, and $\Delta=\Delta'$ at every nonreal $z$.

In the proof, `E` and `W` are the joint levels and signed weights. The four `rintro` cases show that the zeros are distinct: two samples differ by hypothesis, and a sample differs from a mirror image by the sign of its imaginary part.

```lean
/-- Baths with `m` and `m'` levels that agree at `N` distinct points of the open upper
half-plane, where `m + m' ≤ 2N`, agree at every nonreal frequency. -/
theorem agree_of_agree_at_points {m m' N : ℕ} (e w : Fin m → ℝ) (e' w' : Fin m' → ℝ)
    (hN : m + m' ≤ 2 * N) (ζ : Fin N → ℂ) (hinj : Function.Injective ζ)
    (hζ : ∀ j, 0 < (ζ j).im)
    (h : ∀ j, hybridisation e w (ζ j) = hybridisation e' w' (ζ j))
    {z : ℂ} (hz : z.im ≠ 0) : hybridisation e w z = hybridisation e' w' z := by
  -- the difference is a single signed pole sum
  let E := Sum.elim e e'
  let W := Sum.elim w (fun k => -w' k)
  have hd : ∀ x, hybridisation E W x = hybridisation e w x - hybridisation e' w' x := by
    intro x
    simpa only [E, W, Sum.elim_inl, Sum.elim_inr, neg_neg] using hybridisation_split E W x
  -- its numerator vanishes at the samples and at their mirror images
  have h0 : numerator E W = 0 := by
    refine eq_zero_of_degree_lt_of_eval_index_eq_zero
      (v := Sum.elim ζ (fun j => conj (ζ j))) univ ?_ ?_ ?_
    · rintro (i | i) - (j | j) - hij
      · exact congrArg Sum.inl (hinj hij)
      · have h1 : (ζ i).im = -(ζ j).im := congrArg Complex.im hij
        linarith [hζ i, hζ j]
      · have h1 : -(ζ i).im = (ζ j).im := congrArg Complex.im hij
        linarith [hζ i, hζ j]
      · exact congrArg Sum.inr (hinj (star_injective hij))
    · refine (numerator_degree E W).trans_le ?_
      have hc : Fintype.card (Fin m ⊕ Fin m') ≤ Fintype.card (Fin N ⊕ Fin N) := by
        simp only [Fintype.card_sum, Fintype.card_fin]
        omega
      rw [Finset.card_univ]
      exact_mod_cast hc
    · rintro (j | j) -
      · exact (numerator_eval_eq_zero_iff E W (hζ j).ne').2 (by rw [hd, h j, sub_self])
      · have hc : (conj (ζ j)).im ≠ 0 := by
          rw [Complex.conj_im]
          exact neg_ne_zero.2 (hζ j).ne'
        exact (numerator_eval_eq_zero_iff E W hc).2
          (by rw [hybridisation_conj, hd, h j, sub_self, map_zero])
  have h1 := (numerator_eval_eq_zero_iff E W hz).1 (by rw [h0, eval_zero])
  rw [hd] at h1
  exact sub_eq_zero.1 h1
```

Setting $m=m'=N=n$ gives the Matsubara statement. The points need not be consecutive: `ν j` is the index of the $j$th chosen point. It is a natural number, so only positive frequencies are counted; a negative one would add nothing to its mirror image, since each value fixes the other. What is fixed is the function, not the parameter list, since coincident levels can share their weight in many ways.

```lean
/-- Two `n`-level baths that agree at `n` distinct fermionic Matsubara points, at inverse
temperature `β > 0`, agree at every nonreal frequency. -/
theorem agree_of_agree_at_matsubara {n : ℕ} (e w e' w' : Fin n → ℝ) {β : ℝ} (hβ : 0 < β)
    (ν : Fin n → ℕ) (hν : Function.Injective ν)
    (h : ∀ j, hybridisation e w (matsubara β (ν j)) = hybridisation e' w' (matsubara β (ν j)))
    {z : ℂ} (hz : z.im ≠ 0) : hybridisation e w z = hybridisation e' w' z := by
  refine agree_of_agree_at_points e w e' w' (by omega) (fun j => matsubara β (ν j))
    ?_ ?_ h hz
  · intro a b hab
    have h2 : (2 * (ν a : ℝ) + 1) * Real.pi / β = (2 * (ν b : ℝ) + 1) * Real.pi / β :=
      congrArg Complex.im hab
    rw [div_left_inj' hβ.ne', mul_left_inj' Real.pi_ne_zero] at h2
    have h3 : (ν a : ℝ) = ν b := by linarith
    exact hν (by exact_mod_cast h3)
  · intro j
    change 0 < (2 * (ν j : ℝ) + 1) * Real.pi / β
    positivity
```

## With n + 1 levels, n points are too few

To build a counterexample, prescribe the numerator. Let $P$ be a polynomial that is real on the real axis and has degree below the number of distinct levels $E_k$. Choose
$$W_k=\frac{P(E_k)}{\prod_{j\ne k}(E_k-E_j)}.$$
At $E_i$ only the term $k=i$ of $Q$ survives, and it equals $P(E_i)$. Both polynomials have degree below the number of levels and agree at all of them, so $Q=P$.

```lean
/-- A polynomial `P`, real on the real axis and of degree below the number of distinct levels,
is the numerator of the bath with weights `P(e_k) / ∏_{j ≠ k} (e_k - e_j)`. -/
theorem numerator_of_residues [DecidableEq ι] (e : ι → ℝ) (he : Function.Injective e)
    (P : ℂ[X]) (p : ℝ → ℝ) (hP : ∀ x : ℝ, P.eval (x : ℂ) = p x)
    (hdeg : P.degree < (Fintype.card ι : WithBot ℕ)) :
    numerator e (fun k => p (e k) / ∏ j ∈ univ.erase k, (e k - e j)) = P := by
  -- both sides have low degree and agree at every level
  refine eq_of_degrees_lt_of_eval_index_eq (v := fun j => (e j : ℂ)) univ
    (fun a _ b _ hab => he (Complex.ofReal_injective hab)) (numerator_degree _ _) hdeg ?_
  intro i _
  rw [hP, numerator, eval_finsetSum, Finset.sum_eq_single i]
  · have hne : ∏ j ∈ univ.erase i, (e i - e j) ≠ 0 :=
      Finset.prod_ne_zero_iff.2 fun j hj =>
        sub_ne_zero.2 fun hij => Finset.ne_of_mem_erase hj (he hij).symm
    rw [eval_mul, eval_C, Lagrange.eval_nodal]
    exact_mod_cast div_mul_cancel₀ (p (e i)) hne
  · intro k _ hk
    have h0 : ∏ j ∈ univ.erase k, ((e i : ℂ) - (e j : ℂ)) = 0 :=
      Finset.prod_eq_zero (Finset.mem_erase.2 ⟨hk.symm, Finset.mem_univ i⟩) (sub_self _)
    rw [eval_mul, Lagrange.eval_nodal, h0, mul_zero]
  · exact fun hi => absurd (Finset.mem_univ i) hi
```

Given $n$ points $\zeta_j$, take
$$P(z)=\prod_j(z-\zeta_j)(z-\bar\zeta_j).$$
For real $x$ this is $\prod_j|x-\zeta_j|^2$, and its degree $2n$ is below the $2n+2$ levels of two $(n+1)$-level baths. Splitting the joint sum gives
$$\Delta(z)-\Delta'(z)=\frac{P(z)}{\prod_k(z-E_k)},$$
which vanishes in the upper half-plane only at the $\zeta_j$.

The theorem allows any prescribed levels, all distinct, and yields real weights without controlling their sign. A physical bath needs $w_k\ge 0$; the residue formula suggests how to get this, since $P>0$ on the real axis makes the $W_k$ alternate in sign along the ordered levels, so one assigns the levels alternately to the two baths, starting with the highest in the first.

```lean
/-- Given `n` points of the open upper half-plane and two baths of `n + 1` levels, all levels
distinct, there are real weights for which the baths agree, within that half-plane, exactly
at the given points. -/
theorem exists_weights_agree_exactly_at {n : ℕ} (ζ : Fin n → ℂ) (hζ : ∀ j, 0 < (ζ j).im)
    (e e' : Fin (n + 1) → ℝ) (he : Function.Injective (Sum.elim e e')) :
    ∃ w w' : Fin (n + 1) → ℝ, ∀ z : ℂ, 0 < z.im →
      (hybridisation e w z = hybridisation e' w' z ↔ ∃ j, z = ζ j) := by
  -- `P` vanishes at the samples and their conjugates, and is real on the real axis
  let P : ℂ[X] := Lagrange.nodal univ (Sum.elim ζ (fun j => conj (ζ j)))
  let p : ℝ → ℝ := fun x => ∏ j, Complex.normSq ((x : ℂ) - ζ j)
  have hP : ∀ x : ℝ, P.eval (x : ℂ) = p x := by
    intro x
    simp only [P, p]
    rw [Lagrange.eval_nodal, Fintype.prod_sum_type, ← Finset.prod_mul_distrib,
      Complex.ofReal_prod]
    refine Finset.prod_congr rfl fun j _ => ?_
    rw [← Complex.mul_conj, map_sub, Complex.conj_ofReal, Sum.elim_inl, Sum.elim_inr]
  have hdeg : P.degree < (Fintype.card (Fin (n + 1) ⊕ Fin (n + 1)) : WithBot ℕ) := by
    have hc : Fintype.card (Fin n ⊕ Fin n) < Fintype.card (Fin (n + 1) ⊕ Fin (n + 1)) := by
      simp only [Fintype.card_sum, Fintype.card_fin]
      omega
    simp only [P]
    rw [Lagrange.degree_nodal, Finset.card_univ]
    exact_mod_cast hc
  -- choose signed joint weights `W` for which the numerator is `P`
  obtain ⟨W, hW⟩ : ∃ W, numerator (Sum.elim e e') W = P :=
    ⟨_, numerator_of_residues _ he P p hP hdeg⟩
  refine ⟨fun k => W (Sum.inl k), fun k => -W (Sum.inr k), fun z hz => ?_⟩
  have hs : hybridisation (Sum.elim e e') W z = hybridisation e (fun k => W (Sum.inl k)) z
      - hybridisation e' (fun k => -W (Sum.inr k)) z := hybridisation_split _ W z
  rw [← sub_eq_zero, ← hs, ← numerator_eval_eq_zero_iff _ W hz.ne', hW,
    Lagrange.eval_nodal, Finset.prod_eq_zero_iff]
  constructor
  · rintro ⟨j | j, -, hj⟩
    · exact ⟨j, sub_eq_zero.1 hj⟩
    · have h2 : z.im = -(ζ j).im := congrArg Complex.im (sub_eq_zero.1 hj)
      linarith [hζ j]
  · rintro ⟨j, hj⟩
    exact ⟨Sum.inl j, Finset.mem_univ _, sub_eq_zero.2 hj⟩

end

end FiniteBathFitting
```

```lean
#print axioms FiniteBathFitting.agree_of_agree_at_matsubara
#print axioms FiniteBathFitting.exists_weights_agree_exactly_at
```

```
'FiniteBathFitting.agree_of_agree_at_matsubara' depends on axioms: [propext, Classical.choice, Quot.sound]
'FiniteBathFitting.exists_weights_agree_exactly_at' depends on axioms: [propext, Classical.choice, Quot.sound]
```
